# Coefficientwise order implies energy order for real-rooted Hückel polynomials with alternating signs

Two conjugated hydrocarbons with the same number of carbon atoms have different bond patterns, and one wants to know which has the lower total π energy in Hückel theory with the same coupling for every bond. Suppose that both are alternant (defined below) and have one π electron per carbon atom. The characteristic polynomials of alternant molecules are real-rooted, and only every second power occurs, with alternating signs. If moreover no coefficient of the first exceeds the corresponding one of the second in absolute value, the second molecule has the lower energy, or the two energies are equal, and no root has to be found.

```lean
import Mathlib

open Polynomial Filter Topology

namespace HueckelEnergyOrdering

noncomputable section

/-- The alternating polynomial `∑ (-1)^k b_k x^(n-2k)`, summed over `2k ≤ n`. -/
def altPoly (n : ℕ) (b : ℕ → ℝ) : ℝ[X] :=
  ∑ k ∈ Finset.range (n / 2 + 1), C ((-1) ^ k * b k) * X ^ (n - 2 * k)

/-- All roots are real: the real roots, counted with multiplicity, are as many as the degree. -/
def RealRooted (P : ℝ[X]) : Prop := Multiset.card P.roots = P.natDegree

/-- The sum of the absolute values of the real roots, counted with multiplicity. -/
def energy (P : ℝ[X]) : ℝ := (P.roots.map fun x => |x|).sum

/-- An auxiliary function of `t ≥ 0` for one level `a`; for `a = 0` the arctangent term,
whose formula is meant for `a ≠ 0`, is absent. -/
def levelFn (a t : ℝ) : ℝ :=
  t * Real.log (t ^ 2 + a ^ 2) - 2 * (t * Real.log t) + 2 * |a| * Real.arctan (t / |a|)

/-- If `b_0 = 1`, the alternating polynomial is monic of degree `n`. -/
theorem altPoly_monic {n : ℕ} {b : ℕ → ℝ} (h0 : b 0 = 1) :
    (altPoly n b).Monic ∧ (altPoly n b).natDegree = n := by
  have hd : (altPoly n b).natDegree ≤ n :=
    natDegree_sum_le_of_forall_le _ _ fun k _ =>
      (natDegree_C_mul_X_pow_le _ _).trans (Nat.sub_le _ _)
  have hc : (altPoly n b).coeff n = 1 := by
    rw [altPoly, finsetSum_coeff, Finset.sum_eq_single 0]
    · simp [h0]
    · intro k hk hk0
      have := Finset.mem_range.mp hk
      rw [coeff_C_mul_X_pow, if_neg (by omega)]
    · simp
  exact ⟨monic_of_natDegree_le_of_coeff_eq_one n hd hc,
    natDegree_eq_of_le_of_coeff_ne_zero hd (by rw [hc]; exact one_ne_zero)⟩

/-- On the imaginary axis the signs disappear: for a monic real-rooted alternating polynomial
with roots `x_j`, the product of `t² + x_j²` is the square of `∑ b_k t^(n-2k)`. -/
theorem prod_sq_add_sq {n : ℕ} {b : ℕ → ℝ} (h0 : b 0 = 1) (hr : RealRooted (altPoly n b))
    (t : ℝ) : ((altPoly n b).roots.map fun x => t ^ 2 + x ^ 2).prod =
      (∑ k ∈ Finset.range (n / 2 + 1), b k * t ^ (n - 2 * k)) ^ 2 := by
  have hP := prod_multiset_X_sub_C_of_monic_of_roots_card_eq (altPoly_monic h0).1 hr
  -- the value at `i t` from the coefficients
  have h1 : aeval (Complex.I * (t : ℂ)) (altPoly n b) = Complex.I ^ n *
      ((∑ k ∈ Finset.range (n / 2 + 1), b k * t ^ (n - 2 * k) : ℝ) : ℂ) := by
    rw [altPoly, map_sum, Complex.ofReal_sum, Finset.mul_sum]
    refine Finset.sum_congr rfl fun k hk => ?_
    have hk' := Finset.mem_range.mp hk
    have hI : Complex.I ^ n = Complex.I ^ (n - 2 * k) * (-1) ^ k := by
      rw [← Complex.I_sq, ← pow_mul, ← pow_add]
      congr 1
      omega
    rw [map_mul, aeval_C, map_pow, aeval_X, Complex.coe_algebraMap]
    push_cast
    rw [hI]
    ring
  -- its squared modulus from the roots
  have h2 : ∀ s : Multiset ℝ, Complex.normSq (aeval (Complex.I * (t : ℂ))
      (s.map fun a => (X - C a : ℝ[X])).prod) = (s.map fun x => t ^ 2 + x ^ 2).prod := by
    intro s
    induction s using Multiset.induction_on with
    | empty => simp
    | cons a s ih =>
      rw [Multiset.map_cons, Multiset.prod_cons, Multiset.map_cons, Multiset.prod_cons,
        map_mul, map_mul, ih]
      congr 1
      rw [map_sub, aeval_X, aeval_C, Complex.coe_algebraMap, Complex.normSq_apply]
      simp
      ring
  have h3 := h2 (altPoly n b).roots
  rw [hP, h1, map_mul, map_pow, Complex.normSq_I, one_pow, one_mul, Complex.normSq_ofReal] at h3
  rw [← h3]
  ring

/-- For `t > 0` the one-level function has derivative `log (t² + a²) - 2 log t`. -/
theorem hasDerivAt_levelFn (a : ℝ) {t : ℝ} (ht : 0 < t) :
    HasDerivAt (levelFn a) (Real.log (t ^ 2 + a ^ 2) - 2 * Real.log t) t := by
  have hq : t ^ 2 + a ^ 2 ≠ 0 := by positivity
  have h1 : HasDerivAt (fun s : ℝ => s ^ 2 + a ^ 2) (2 * t) t :=
    ((hasDerivAt_pow 2 t).add_const (a ^ 2)).congr_deriv (by norm_num)
  have h2 := (hasDerivAt_id' t).fun_mul (h1.log hq)
  have h3 := (hasDerivAt_id' t).fun_mul (Real.hasDerivAt_log ht.ne')
  have h4 : HasDerivAt (fun s : ℝ => 2 * |a| * Real.arctan (s / |a|))
      (2 * a ^ 2 / (t ^ 2 + a ^ 2)) t := by
    rcases eq_or_ne a 0 with h | h
    · subst h
      have hz : (fun s : ℝ => 2 * |(0 : ℝ)| * Real.arctan (s / |(0 : ℝ)|)) = fun _ => 0 := by
        funext s
        rw [abs_zero]
        ring
      rw [hz]
      exact (hasDerivAt_const t (0 : ℝ)).congr_deriv (by simp)
    · have hr : 0 < |a| := abs_pos.mpr h
      rw [← sq_abs a]
      generalize |a| = r at hr ⊢
      have e : 1 + (t / r) ^ 2 = (t ^ 2 + r ^ 2) / r ^ 2 := by
        rw [div_pow, add_div, div_self (pow_ne_zero 2 hr.ne'), add_comm]
      refine ((((hasDerivAt_id' t).div_const r).arctan).const_mul (2 * r)).congr_deriv ?_
      rw [e]
      field_simp
  refine ((h2.fun_sub (h3.const_mul 2)).fun_add h4).congr_deriv ?_
  have e1 : t * t⁻¹ = 1 := mul_inv_cancel₀ ht.ne'
  have e2 : t * (2 * t / (t ^ 2 + a ^ 2)) + 2 * a ^ 2 / (t ^ 2 + a ^ 2) = 2 := by
    rw [← mul_div_assoc, ← add_div, div_eq_iff hq]
    ring
  linear_combination e2 - 2 * e1

/-- The one-level function is continuous and tends to `π |a|` as `t` grows. -/
theorem levelFn_limit (a : ℝ) :
    Continuous (levelFn a) ∧ Tendsto (levelFn a) atTop (𝓝 (Real.pi * |a|)) := by
  rcases eq_or_ne a 0 with h | h
  · subst h
    have h0 : levelFn 0 = fun _ => 0 := by
      funext t
      have hl : Real.log (t ^ 2) = 2 * Real.log t := by rw [Real.log_pow]; norm_num
      unfold levelFn
      rw [abs_zero, show t ^ 2 + (0 : ℝ) ^ 2 = t ^ 2 by ring, hl]
      ring
    rw [h0, abs_zero, mul_zero]
    exact ⟨continuous_const, tendsto_const_nhds⟩
  have hq : ∀ t : ℝ, t ^ 2 + a ^ 2 ≠ 0 := fun t => by positivity
  refine ⟨((continuous_id.mul (Continuous.log (by fun_prop) hq)).sub
    (continuous_const.mul Real.continuous_mul_log)).add
    (continuous_const.mul (Real.continuous_arctan.comp (continuous_id.div_const _))), ?_⟩
  -- the logarithmic part lies between `0` and `a² / t`
  have hlog : Tendsto (fun t : ℝ => t * Real.log (t ^ 2 + a ^ 2) - 2 * (t * Real.log t))
      atTop (𝓝 0) := by
    have hl : ∀ t : ℝ, Real.log (t ^ 2) = 2 * Real.log t := fun t => by
      rw [Real.log_pow]; norm_num
    refine squeeze_zero' ?_ ?_ (tendsto_const_nhds.div_atTop tendsto_id : Tendsto
      (fun t : ℝ => a ^ 2 / t) atTop (𝓝 0))
    · filter_upwards [eventually_gt_atTop 0] with t ht
      have h1 : Real.log (t ^ 2) ≤ Real.log (t ^ 2 + a ^ 2) :=
        Real.log_le_log (by positivity) (by nlinarith [sq_nonneg a])
      rw [hl] at h1
      nlinarith [mul_le_mul_of_nonneg_left h1 ht.le]
    · filter_upwards [eventually_gt_atTop 0] with t ht
      have h1 := Real.log_le_sub_one_of_pos
        (show 0 < (t ^ 2 + a ^ 2) / t ^ 2 by positivity)
      rw [Real.log_div (hq t) (by positivity), hl] at h1
      have h2 := mul_le_mul_of_nonneg_left h1 ht.le
      have h3 : t * ((t ^ 2 + a ^ 2) / t ^ 2 - 1) = a ^ 2 / t := by
        field_simp
        ring
      linarith
  have hat := ((Real.tendsto_arctan_atTop.mono_right nhdsWithin_le_nhds).comp
    (tendsto_id.atTop_div_const (abs_pos.mpr h))).const_mul (2 * |a|)
  have hsum := hlog.add hat
  rw [show 0 + 2 * |a| * (Real.pi / 2) = Real.pi * |a| by ring] at hsum
  exact hsum

/-- If two sets of equally many levels satisfy `∏ (t² + x²) < ∏ (t² + y²)` for all `t > 0`,
then `∑ |x| < ∑ |y|`. -/
theorem sum_abs_lt {s u : Multiset ℝ} (hcard : Multiset.card s = Multiset.card u)
    (h : ∀ t : ℝ, 0 < t →
      (s.map fun x => t ^ 2 + x ^ 2).prod < (u.map fun x => t ^ 2 + x ^ 2).prod) :
    (s.map fun x => |x|).sum < (u.map fun x => |x|).sum := by
  let G : Multiset ℝ → ℝ → ℝ := fun v t => (v.map fun a => levelFn a t).sum
  have hG : ∀ a v, G (a ::ₘ v) = fun t => levelFn a t + G v t := fun a v => by
    funext t
    simp [G]
  have hG0 : G 0 = fun _ => 0 := by
    funext t
    simp [G]
  have hz : ∀ v, G v 0 = 0 := fun v => by simp [G, levelFn]
  have hlim : ∀ v, Continuous (G v) ∧
      Tendsto (G v) atTop (𝓝 (Real.pi * (v.map fun x => |x|).sum)) := by
    intro v
    induction v using Multiset.induction_on with
    | empty =>
      rw [hG0, Multiset.map_zero, Multiset.sum_zero, mul_zero]
      exact ⟨continuous_const, tendsto_const_nhds⟩
    | cons a v ih =>
      rw [hG, Multiset.map_cons, Multiset.sum_cons, mul_add]
      exact ⟨(levelFn_limit a).1.add ih.1, (levelFn_limit a).2.add ih.2⟩
  have hder : ∀ v : Multiset ℝ, ∀ t : ℝ, 0 < t →
      0 < (v.map fun x => t ^ 2 + x ^ 2).prod ∧
      HasDerivAt (G v) (Real.log (v.map fun x => t ^ 2 + x ^ 2).prod
        - 2 * (Multiset.card v : ℝ) * Real.log t) t := by
    intro v t ht
    induction v using Multiset.induction_on with
    | empty =>
      rw [hG0]
      exact ⟨by simp, (hasDerivAt_const t (0 : ℝ)).congr_deriv (by simp)⟩
    | cons a v ih =>
      have hp : 0 < t ^ 2 + a ^ 2 := by positivity
      rw [hG, Multiset.map_cons, Multiset.prod_cons, Multiset.card_cons]
      refine ⟨mul_pos hp ih.1, ((hasDerivAt_levelFn a ht).fun_add ih.2).congr_deriv ?_⟩
      rw [Real.log_mul hp.ne' ih.1.ne']
      push_cast
      ring
  -- the difference starts at zero and increases strictly
  have hmono : StrictMonoOn (fun t => G u t - G s t) (Set.Ici 0) := by
    refine strictMonoOn_of_deriv_pos (convex_Ici 0)
      ((hlim u).1.sub (hlim s).1).continuousOn fun t ht => ?_
    rw [interior_Ici] at ht
    have ht' : 0 < t := ht
    rw [((hder u t ht').2.fun_sub (hder s t ht').2).deriv, hcard]
    linarith [Real.log_lt_log (hder s t ht').1 (h t ht')]
  have h1 : G u 0 - G s 0 < G u 1 - G s 1 :=
    hmono (Set.mem_Ici.mpr le_rfl) (Set.mem_Ici.mpr zero_le_one) zero_lt_one
  rw [hz, hz] at h1
  have h2 := ge_of_tendsto ((hlim u).2.sub (hlim s).2) (by
    filter_upwards [eventually_ge_atTop (1 : ℝ)] with t ht
    exact hmono.monotoneOn (Set.mem_Ici.mpr zero_le_one)
      (Set.mem_Ici.mpr (zero_le_one.trans ht)) ht)
  refine lt_of_mul_lt_mul_left (a := Real.pi) ?_ Real.pi_pos.le
  linarith

/-- Strict ordering: for monic real-rooted alternating polynomials with `0 ≤ b_k ≤ c_k` for `2k ≤ n`
and `b_k < c_k` for some such `k`, the sum of absolute roots is strictly smaller for `b`. -/
theorem energy_lt {n : ℕ} {b c : ℕ → ℝ} (hb0 : b 0 = 1) (hc0 : c 0 = 1)
    (hb : ∀ k, 2 * k ≤ n → 0 ≤ b k) (hbc : ∀ k, 2 * k ≤ n → b k ≤ c k)
    (hP : RealRooted (altPoly n b)) (hQ : RealRooted (altPoly n c))
    (hlt : ∃ k, 2 * k ≤ n ∧ b k < c k) :
    energy (altPoly n b) < energy (altPoly n c) := by
  refine sum_abs_lt (hP.trans ((altPoly_monic hb0).2.trans
    (hQ.trans (altPoly_monic hc0).2).symm)) fun t ht => ?_
  rw [prod_sq_add_sq hb0 hP, prod_sq_add_sq hc0 hQ]
  have hm : ∀ k ∈ Finset.range (n / 2 + 1), 2 * k ≤ n := fun k hk => by
    have := Finset.mem_range.mp hk
    omega
  obtain ⟨j, hj, hjlt⟩ := hlt
  refine pow_lt_pow_left₀ (Finset.sum_lt_sum (fun k hk => ?_) ⟨j, ?_, ?_⟩)
    (Finset.sum_nonneg fun k hk => mul_nonneg (hb k (hm k hk)) (by positivity)) two_ne_zero
  · exact mul_le_mul_of_nonneg_right (hbc k (hm k hk)) (by positivity)
  · exact Finset.mem_range.mpr (by omega)
  · exact mul_lt_mul_of_pos_right hjlt (by positivity)

/-- Energy ordering by coefficients: for monic real-rooted alternating polynomials with
`0 ≤ b_k ≤ c_k`, the sum of absolute roots for `b` is at most that for `c`. -/
theorem energy_le {n : ℕ} {b c : ℕ → ℝ} (hb0 : b 0 = 1) (hc0 : c 0 = 1)
    (hb : ∀ k, 2 * k ≤ n → 0 ≤ b k) (hbc : ∀ k, 2 * k ≤ n → b k ≤ c k)
    (hP : RealRooted (altPoly n b)) (hQ : RealRooted (altPoly n c)) :
    energy (altPoly n b) ≤ energy (altPoly n c) := by
  by_cases hlt : ∃ k, 2 * k ≤ n ∧ b k < c k
  · exact (energy_lt hb0 hc0 hb hbc hP hQ hlt).le
  · -- no strict inequality: the polynomials coincide
    have he : altPoly n b = altPoly n c := by
      refine Finset.sum_congr rfl fun k hk => ?_
      have hk' : 2 * k ≤ n := by
        have := Finset.mem_range.mp hk
        omega
      rw [le_antisymm (hbc k hk') (not_lt.mp fun h => hlt ⟨k, hk', h⟩)]
    rw [he]

/-- The coefficients `1, m, 0, 0, ...`. -/
def starCoeff (m : ℝ) (k : ℕ) : ℝ := if k = 0 then 1 else if k = 1 then m else 0

/-- For `m ≥ 0` the polynomial `x^(n+2) - m x^n` is real-rooted, and its absolute roots
sum to `2 √m`. -/
theorem energy_star (n : ℕ) {m : ℝ} (hm : 0 ≤ m) :
    RealRooted (altPoly (n + 2) (starCoeff m)) ∧
      energy (altPoly (n + 2) (starCoeff m)) = 2 * √m := by
  have e : altPoly (n + 2) (starCoeff m) = X ^ (n + 2) - C m * X ^ n := by
    rw [altPoly, show (n + 2) / 2 + 1 = n / 2 + 1 + 1 by omega, Finset.sum_range_succ',
      Finset.sum_range_succ', Finset.sum_eq_zero]
    · simp [starCoeff]
      ring
    · intro k _
      simp [starCoeff]
  have hs : (C √m * C √m : ℝ[X]) = C m := by rw [← C_mul, Real.mul_self_sqrt hm]
  have hf : altPoly (n + 2) (starCoeff m) = X ^ n * ((X - C √m) * (X - C (-√m))) := by
    rw [e, C_neg]
    linear_combination X ^ n * hs
  have h2 : ((X - C √m) * (X - C (-√m)) : ℝ[X]) ≠ 0 :=
    mul_ne_zero (X_sub_C_ne_zero _) (X_sub_C_ne_zero _)
  have hroots : (altPoly (n + 2) (starCoeff m)).roots = n • {0} + ({√m} + {-√m}) := by
    rw [hf, roots_mul (mul_ne_zero (pow_ne_zero _ X_ne_zero) h2), roots_mul h2, roots_X_pow,
      roots_X_sub_C, roots_X_sub_C]
  constructor
  · rw [RealRooted, hroots, (altPoly_monic (by simp [starCoeff])).2]
    simp
  · rw [energy, hroots, Multiset.map_add, Multiset.map_add, Multiset.map_nsmul,
      Multiset.sum_add, Multiset.sum_add, Multiset.sum_nsmul]
    simp only [Multiset.map_singleton, Multiset.sum_singleton, abs_zero, smul_zero, abs_neg,
      abs_of_nonneg (Real.sqrt_nonneg m)]
    ring

/-- A monic real-rooted alternating polynomial of degree at least two with all `c_k ≥ 0`
has absolute roots summing to at least `2 √c_1`. -/
theorem two_sqrt_le_energy {n : ℕ} {c : ℕ → ℝ} (hc0 : c 0 = 1)
    (hc : ∀ k, 2 * k ≤ n + 2 → 0 ≤ c k) (hQ : RealRooted (altPoly (n + 2) c)) :
    2 * √(c 1) ≤ energy (altPoly (n + 2) c) := by
  have h1 : 0 ≤ c 1 := hc 1 (by omega)
  rw [← (energy_star n h1).2]
  refine energy_le (by simp [starCoeff]) hc0 (fun k _ => ?_) (fun k hk => ?_)
    (energy_star n h1).1 hQ
  · unfold starCoeff
    split_ifs
    · exact zero_le_one
    · exact h1
    · exact le_rfl
  · unfold starCoeff
    split_ifs with h h'
    · rw [h, hc0]
    · rw [h']
    · exact hc k hk

end

end HueckelEnergyOrdering
```

```lean
#print axioms HueckelEnergyOrdering.energy_le
-- 'HueckelEnergyOrdering.energy_le' depends on axioms: [propext, Classical.choice, Quot.sound]
#print axioms HueckelEnergyOrdering.two_sqrt_le_energy
-- 'HueckelEnergyOrdering.two_sqrt_le_energy' depends on axioms: [propext, Classical.choice, Quot.sound]
```

## The two inequalities and the bound

Let $n$ be the degree, and let

$$P(x)=\sum_{2k\le n}(-1)^k b_k x^{n-2k},\qquad Q(x)=\sum_{2k\le n}(-1)^k c_k x^{n-2k},$$

with $b_0=c_0=1$. In Lean these are `altPoly n b` and `altPoly n c`; values of `b` and `c` at indices with $2k>n$ play no role. `RealRooted` says that the real roots, counted with multiplicity, are as many as the degree, and `energy` is the sum of their absolute values.

Assume that both polynomials are real-rooted and that $0\le b_k\le c_k$ whenever $2k\le n$. Then `energy_le` states that the energy of $P$ is at most that of $Q$, and `energy_lt` that it is strictly smaller if $b_k<c_k$ for at least one such $k$. Finally, `two_sqrt_le_energy` gives the lower bound $2\sqrt{c_1}$ for real-rooted polynomials of this form with degree at least two and nonnegative $c_k$.

## Alternant molecules at half filling

In Hückel theory the orbital energies are $\alpha+\beta x_j$, where $\alpha$ is the energy of a carbon p orbital, $\beta<0$ the coupling between bonded neighbours, and $x_j$ the eigenvalues of the adjacency matrix. In an alternant molecule the atoms split into two classes with bonds only between the classes, so the $x_j$ come in pairs $\pm x$, apart from zeros. The characteristic polynomial then has the form of $P$, with $b_k\ge0$. With one electron per atom, filling from the bottom gives the total energy $n\alpha+\beta\sum_j|x_j|$. The Lean `energy` is thus the dimensionless sum $\sum_j|x_j|$, and a larger value means a lower physical energy.

The Lean code contains no graph, matrix or electrons: the passage from a molecule to such a polynomial and its energy sum is the step just described. Within this non-interacting model with equal couplings, the theorem ranks π energies of alternant molecules of equal size whenever their coefficients are ordered.

## From coefficients to roots along the imaginary axis

Let $x_j$ be the roots of $P$ and $y_j$ those of $Q$. For real $t$, $i^{n-2k}=i^n(-1)^k$, so the signs cancel:

$$P(it)=i^n\sum_k b_k t^{n-2k}.$$

Since also $P(it)=\prod_j(it-x_j)$, taking squared moduli gives

$$\prod_j(t^2+x_j^2)=\Big(\sum_k b_k t^{n-2k}\Big)^2.$$

This is `prod_sq_add_sq`, which computes the value at $it$ from the coefficients and its squared modulus from the roots, the latter by induction over the factors. If some $b_k<c_k$, then for every $t>0$ the sum for $b$ is nonnegative and strictly below that for $c$. Squaring keeps the order, so $\prod_j(t^2+x_j^2)<\prod_j(t^2+y_j^2)$.

To turn products into absolute values, take for one level $a\neq0$

$$F_a(t)=t\log(t^2+a^2)-2t\log t+2|a|\arctan(t/|a|),$$

and $F_0=0$. This is `levelFn`. It vanishes at $t=0$, where $t\log t$ is given its limit $0$. For $t>0$,

$$F_a'(t)=\log(t^2+a^2)+\frac{2t^2}{t^2+a^2}-2\log t-2+\frac{2a^2}{t^2+a^2}=\log(t^2+a^2)-2\log t,$$

because the two fractions add to $2$; this is `hasDerivAt_levelFn`. For large $t$, the inequality $\log z\le z-1$ gives

$$0\le t\log\Big(1+\frac{a^2}{t^2}\Big)\le\frac{a^2}{t}\to0,$$

while the arctangent tends to $\pi/2$. Hence $F_a(t)\to\pi|a|$, which `levelFn_limit` proves by the same squeeze.

Now put $D(t)=\sum_jF_{y_j}(t)-\sum_jF_{x_j}(t)$. There are equally many levels on both sides, so the $\log t$ terms cancel:

$$D'(t)=\log\frac{\prod_j(t^2+y_j^2)}{\prod_j(t^2+x_j^2)}>0.$$

So $D$ increases strictly from $D(0)=0$, and $D(t)\ge D(1)>0$ for $t\ge1$. In the limit,

$$\pi\Big(\sum_j|y_j|-\sum_j|x_j|\Big)\ge D(1)>0.$$

The fixed value $D(1)$ keeps the inequality strict in the limit. In `sum_abs_lt` these steps are `strictMonoOn_of_deriv_pos` and `ge_of_tendsto`, and `energy_lt` supplies the ordered products. If no coefficient differs, the polynomials are equal, which completes `energy_le`.

For the lower bound, `energy_star` factors

$$x^{n+2}-mx^n=x^n(x-\sqrt m)(x+\sqrt m),\qquad m\ge0,$$

whose energy is $2\sqrt m$. With $m=c_1$, its coefficients $1,c_1,0,\dots$ lie below those of the given polynomial, so `energy_le` applies. For a molecule, $c_1$ is the number of bonded pairs of conjugated carbon atoms, a double bond counting once.

## Hexatriene and benzene

Hexatriene has the polynomial $x^6-5x^4+6x^2-1$ and benzene $x^6-6x^4+9x^2-4$. The coefficients $(1,5,6,1)$ lie below $(1,6,9,4)$, so benzene has the larger energy sum; the roots give about $6.99$ and $8$. At $t=1$ the two products are $13^2=169$ and $20^2=400$.

Butadiene, with $(1,3,1)$, and cyclobutadiene, with $(1,4,0)$, are not ordered in this way, so the theorem does not compare them. Their roots give energy sums of about $4.47$ and $4$.
